# Exponentially small overbinding of a one-dimensional delta donor in large Γ-point supercells

In units with $\hbar=m=1$, let an attractive delta donor, with potential $-g\,\delta(x)$ and strength $g>0$, be repeated with period $L>0$ on a line. Among the periodic orbitals that equal $\cosh(k(x-L/2))$ on the cell $[0,L]$, exactly one $k>0$ satisfies the donor's jump condition. Call it $\kappa(L)$. It strictly decreases with $L$, and

$$0<\kappa-g<2\kappa\,e^{-\kappa L}.$$

If $gL\ge 2$, the supercell level $-\kappa^2/2$ lies below the isolated-donor energy $-g^2/2$ by less than $2g^2e^{-gL}$.

## The donor and its periodic images

In units $\hbar=m=1$, an isolated donor has the Hamiltonian $-\tfrac12\,d^2/dx^2-g\,\delta(x)$. The constant $g$ stands for the integrated strength of a short-range attraction. Integrating the Schrödinger equation across the origin gives

$$\psi'(0^+)-\psi'(0^-)=-2g\,\psi(0).$$

The normalised bound state is $\sqrt{g}\,e^{-g|x|}$, with energy $-g^2/2$, so $1/g$ is its decay length.

In a supercell at the Γ point, $\psi$ has period $L$. At energy $-k^2/2$ it solves $\psi''=k^2\psi$ between donors, so it is a combination of $\cosh(k(x-L/2))$ and $\sinh(k(x-L/2))$. Equal values at $0$ and $L$ remove the sinh. The normalised orbital is the cosh divided by $\sqrt{L/2+\sinh(kL)/(2k)}$; the jump condition is linear in $\psi$, so this factor does not affect $k$.

For supercell calculations of defect levels, this non-interacting, one-dimensional model shows a Γ-point image error that lowers the level and decays exponentially with cell length.

## From the cusp to the secular equation

Just right of the donor the slope is $-k\sinh(kL/2)$. Just left of it the orbital is the previous cell's branch, $\cosh(k(x+L/2))$, with slope $k\sinh(kL/2)$. Since $\psi(0)=\cosh(kL/2)$, the jump condition reads

$$k\sinh(kL/2)=g\cosh(kL/2).$$

Multiplying by $2e^{-kL/2}$ gives $k(1-e^{-kL})=g(1+e^{-kL})$, or

$$k-g=(k+g)\,e^{-kL}.$$

**A root exists.** Let $F(k)=k-g-(k+g)e^{-kL}$. Then $F(g)=-2ge^{-gL}<0$. Put $d=2/L$ and $t=(g+d)L=gL+2$. From $e^t\ge 1+t$ we get $d\ge d(1+t)e^{-t}=(2g+3d)e^{-t}$, so $F(g+d)=d-(2g+d)e^{-t}>0$. The intermediate value theorem gives a root between $g$ and $g+2/L$.

**Two roots compared.** Let $k$ and $k'$ be positive roots for cells $L$ and $L'$, with $kL<k'L'$. Then $e^{-k'L'}<e^{-kL}$, which means

$$\frac{k'-g}{k'+g}<\frac{k-g}{k+g}.$$

Cross-multiplying leaves $2gk'<2gk$, so $k'<k$.

With $L=L'$, two different roots would contradict this, so the root is unique. For $L<L'$, suppose $\kappa(L')\ge\kappa(L)$. Then $\kappa(L)L<\kappa(L')L'$, and the comparison gives $\kappa(L')<\kappa(L)$, a contradiction. Hence $\kappa$ strictly decreases.

**Bounds.** The right side of the secular equation is positive, so $k>g$. Then $k+g<2k$, which gives $k-g<2ke^{-kL}$.

**Energy.** The overbinding satisfies

$$\frac{k^2-g^2}{2}=\frac{(k-g)(k+g)}{2}<2k^2e^{-kL}.$$

To replace $k$ by $g$ on the right, use $gL\ge2$:

$$g\,e^{(k-g)L/2}\ge g+\frac{gL}{2}(k-g)\ge k.$$

Squaring and multiplying by $e^{-kL}$ gives $k^2e^{-kL}\le g^2e^{-gL}$, and the bound $2g^2e^{-gL}$ follows. Some lower limit on $gL$ is needed: since $\tanh y<y$ for $y>0$, the jump condition forces $k^2/2>g/L$, and for $gL\le 2/5$ the overbinding then exceeds $2g^2$.

## The statement in Lean's terms

`orbital k L` is a function on the whole real line. `Int.fract (x / L)` folds $x$ back into the cell, and `orbital_spec` confirms the period and the cosh form on all of $[0,L]$. `orbital_schrodinger` gives $\psi''=k^2\psi$ inside the cell for every $k$; the donor condition selects the allowed value.

`DonorJump g ψ` says that $\psi$ has a right derivative $a$ and a left derivative $b$ at $0$, with $a-b=-2g\psi(0)$. The sets `Ici 0` and `Iic 0` are $[0,\infty)$ and $(-\infty,0]$. Periodicity carries the condition to every image.

In `supercell_decay_constant`, one function `κ` serves all cell lengths. For `0 < L` and `0 < k`, the donor condition holds if and only if `k = κ L`. `StrictAntiOn κ (Ioi 0)` is the strict decrease on positive lengths.

`supercell_overbinding` takes any positive `k` that meets the donor condition, and positivity of `L` follows from `2 ≤ g * L`. The isolated donor enters through the number $-g^2/2$, whose derivation is the short calculation above. The file likewise starts from the cosh form and does not classify all periodic solutions. The model has no Coulomb tail, electron interaction, lattice relaxation or Bloch phase other than Γ.

## The complete file

```lean
import Mathlib

open Set Filter Topology

namespace DeltaDonorSupercell

noncomputable section

/-- The Gamma-point orbital of a supercell of length `L > 0`: the function
`cosh (k (x - L/2))` on the cell, with `x` folded back into the cell. -/
def orbital (k L x : ℝ) : ℝ :=
  Real.cosh (k * (L * Int.fract (x / L) - L / 2))

/-- The jump condition of a delta donor of strength `g` at the origin: both one-sided
derivatives of `ψ` exist there, and `ψ'(0+) - ψ'(0-) = -2 g ψ(0)`. -/
def DonorJump (g : ℝ) (ψ : ℝ → ℝ) : Prop :=
  ∃ a b : ℝ, HasDerivWithinAt ψ a (Ici 0) 0 ∧ HasDerivWithinAt ψ b (Iic 0) 0 ∧
    a - b = -2 * g * ψ 0

/-- For `L > 0` the orbital has period `L` and equals `cosh (k (x - L/2))` on the
closed cell `[0, L]`. -/
theorem orbital_spec (k : ℝ) {L : ℝ} (hL : 0 < L) :
    Function.Periodic (orbital k L) L ∧
      ∀ x ∈ Icc 0 L, orbital k L x = Real.cosh (k * (x - L / 2)) := by
  constructor
  · intro x
    have h : (x + L) / L = x / L + 1 := by field_simp
    unfold orbital
    rw [h, Int.fract_add_one]
  · intro x hx
    unfold orbital
    rcases lt_or_eq_of_le hx.2 with h | h
    · have hf : Int.fract (x / L) = x / L :=
        Int.fract_eq_self.mpr ⟨div_nonneg hx.1 hL.le, (div_lt_one hL).mpr h⟩
      have hc : L * (x / L) = x := by field_simp
      rw [hf, hc]
    · -- at the right edge the folded point is the left edge, and cosh is even
      rw [h, div_self hL.ne', Int.fract_one, ← Real.cosh_neg]
      congr 1
      ring

/-- The slope of a hyperbolic cosine centred at `c`. -/
theorem hasDerivAt_branch (k c x : ℝ) :
    HasDerivAt (fun y : ℝ => Real.cosh (k * (y - c))) (k * Real.sinh (k * (x - c))) x := by
  have h := (((hasDerivAt_id' x).sub_const c).const_mul k).cosh
  refine HasDerivAt.congr_deriv (f' := Real.sinh (k * (x - c)) * (k * 1)) h ?_
  ring

/-- Inside the cell, for `0 < x < L`, the orbital solves `ψ'' = k² ψ`, the free Schrödinger equation
at energy `-k²/2` in units with `ħ = m = 1`. -/
theorem orbital_schrodinger (k : ℝ) {L x : ℝ} (hx : x ∈ Ioo 0 L) :
    HasDerivAt (deriv (orbital k L)) (k ^ 2 * orbital k L x) x := by
  have hL : 0 < L := hx.1.trans hx.2
  have he : orbital k L =ᶠ[𝓝 x] fun y => Real.cosh (k * (y - L / 2)) := by
    filter_upwards [Ioo_mem_nhds hx.1 hx.2] with y hy
    exact (orbital_spec k hL).2 y ⟨hy.1.le, hy.2.le⟩
  have hd : deriv (fun y : ℝ => Real.cosh (k * (y - L / 2))) =
      fun y => k * Real.sinh (k * (y - L / 2)) :=
    funext fun y => (hasDerivAt_branch k (L / 2) y).deriv
  have he' := he.deriv
  rw [hd] at he'
  have h := ((((hasDerivAt_id' x).sub_const (L / 2)).const_mul k).sinh).const_mul k
  rw [(orbital_spec k hL).2 x ⟨hx.1.le, hx.2.le⟩]
  refine HasDerivAt.congr_of_eventuallyEq ?_ he'
  refine HasDerivAt.congr_deriv
    (f' := k * (Real.cosh (k * (x - L / 2)) * (k * 1))) h ?_
  ring

/-- For `L > 0` the orbital has slope `-k sinh (kL/2)` just right of the donor and
`k sinh (kL/2)` just left of it. -/
theorem orbital_slopes (k : ℝ) {L : ℝ} (hL : 0 < L) :
    HasDerivWithinAt (orbital k L) (-(k * Real.sinh (k * L / 2))) (Ici 0) 0 ∧
      HasDerivWithinAt (orbital k L) (k * Real.sinh (k * L / 2)) (Iic 0) 0 := by
  obtain ⟨hper, hcell⟩ := orbital_spec k hL
  -- left of the donor the orbital is the previous cell's branch
  have hleft : ∀ x ∈ Icc (-L) 0, orbital k L x = Real.cosh (k * (x - -(L / 2))) := by
    intro x hx
    rw [← hper x, hcell (x + L) ⟨by linarith [hx.1], by linarith [hx.2]⟩]
    congr 1
    ring
  constructor
  · have h := (hasDerivAt_branch k (L / 2) 0).congr_deriv
      (show k * Real.sinh (k * (0 - L / 2)) = -(k * Real.sinh (k * L / 2)) by
        rw [show k * (0 - L / 2) = -(k * L / 2) by ring, Real.sinh_neg]; ring)
    refine h.hasDerivWithinAt.congr_of_eventuallyEq ?_ (hcell 0 ⟨le_rfl, hL.le⟩)
    filter_upwards [self_mem_nhdsWithin, mem_nhdsWithin_of_mem_nhds (Iio_mem_nhds hL)]
      with x hx hx'
    exact hcell x ⟨hx, le_of_lt hx'⟩
  · have h := (hasDerivAt_branch k (-(L / 2)) 0).congr_deriv
      (show k * Real.sinh (k * (0 - -(L / 2))) = k * Real.sinh (k * L / 2) by
        rw [show k * (0 - -(L / 2)) = k * L / 2 by ring])
    refine h.hasDerivWithinAt.congr_of_eventuallyEq ?_ (hleft 0 ⟨by linarith, le_rfl⟩)
    filter_upwards [self_mem_nhdsWithin,
      mem_nhdsWithin_of_mem_nhds (Ioi_mem_nhds (neg_lt_zero.mpr hL))] with x hx hx'
    exact hleft x ⟨le_of_lt hx', hx⟩

/-- For `L > 0` the donor jump condition on the orbital is equivalent to the secular
equation `k - g = (k + g) exp (-kL)`. -/
theorem donorJump_iff (g k : ℝ) {L : ℝ} (hL : 0 < L) :
    DonorJump g (orbital k L) ↔ k - g = (k + g) * Real.exp (-(k * L)) := by
  obtain ⟨hr, hl⟩ := orbital_slopes k hL
  have h0 : orbital k L 0 = Real.cosh (k * L / 2) := by
    rw [(orbital_spec k hL).2 0 ⟨le_rfl, hL.le⟩,
      show k * (0 - L / 2) = -(k * L / 2) by ring, Real.cosh_neg]
  have key : DonorJump g (orbital k L) ↔
      k * Real.sinh (k * L / 2) = g * Real.cosh (k * L / 2) := by
    constructor
    · rintro ⟨a, b, ha, hb, hab⟩
      -- one-sided derivatives are unique
      have ur := uniqueDiffOn_Ici (0 : ℝ) 0 (mem_Ici.mpr le_rfl)
      have ul := uniqueDiffOn_Iic (0 : ℝ) 0 (mem_Iic.mpr le_rfl)
      have ea := (ha.derivWithin ur).symm.trans (hr.derivWithin ur)
      have eb := (hb.derivWithin ul).symm.trans (hl.derivWithin ul)
      rw [ea, eb, h0] at hab
      linarith
    · intro h
      exact ⟨_, _, hr, hl, by rw [h0]; linarith⟩
  have hpq : Real.exp (k * L / 2) * Real.exp (-(k * L / 2)) = 1 := by
    rw [← Real.exp_add, add_neg_cancel, Real.exp_zero]
  have hq : Real.exp (-(k * L)) = Real.exp (-(k * L / 2)) * Real.exp (-(k * L / 2)) := by
    rw [← Real.exp_add]
    congr 1
    ring
  rw [key, Real.sinh_eq, Real.cosh_eq, hq]
  generalize Real.exp (k * L / 2) = p at hpq ⊢
  generalize Real.exp (-(k * L / 2)) = q at hpq ⊢
  constructor
  · intro h
    linear_combination 2 * q * h - (k - g) * hpq
  · intro h
    linear_combination (1 / 2) * p * h + (1 / 2) * (k + g) * q * hpq

/-- For `g, L > 0` the secular equation has a positive root. -/
theorem exists_root {g L : ℝ} (hg : 0 < g) (hL : 0 < L) :
    ∃ k, 0 < k ∧ k - g = (k + g) * Real.exp (-(k * L)) := by
  obtain ⟨d, hd, hdL⟩ : ∃ d : ℝ, 0 < d ∧ d * L = 2 :=
    ⟨2 / L, by positivity, by field_simp⟩
  have hE : Real.exp (-((g + d) * L)) * ((g + d) * L + 1) ≤ 1 := by
    calc _ ≤ Real.exp (-((g + d) * L)) * Real.exp ((g + d) * L) :=
          mul_le_mul_of_nonneg_left (Real.add_one_le_exp _) (Real.exp_pos _).le
      _ = 1 := by rw [← Real.exp_add, neg_add_cancel, Real.exp_zero]
  have hE2 := mul_le_mul_of_nonneg_left hE hd.le
  have hE3 : d * (Real.exp (-((g + d) * L)) * ((g + d) * L + 1)) =
      Real.exp (-((g + d) * L)) * (2 * g + 3 * d) := by
    linear_combination Real.exp (-((g + d) * L)) * (g + d) * hdL
  have hpos := mul_pos hd (Real.exp_pos (-((g + d) * L)))
  -- the secular function changes sign between g and g + 2/L
  have hlo : g - g - (g + g) * Real.exp (-(g * L)) ≤ 0 := by
    have := mul_pos hg (Real.exp_pos (-(g * L)))
    linarith
  have hhi : 0 ≤ g + d - g - (g + d + g) * Real.exp (-((g + d) * L)) := by
    rw [hE3] at hE2
    linarith
  have hcont : ContinuousOn (fun k : ℝ => k - g - (k + g) * Real.exp (-(k * L)))
      (Icc g (g + d)) := by fun_prop
  obtain ⟨k, hk, hfk⟩ :=
    intermediate_value_Icc (by linarith : g ≤ g + d) hcont ⟨hlo, hhi⟩
  exact ⟨k, lt_of_lt_of_le hg hk.1, sub_eq_zero.mp hfk⟩

/-- If `k` and `k'` are positive roots for cells `L` and `L'` at the same `g > 0`, and
`k L < k' L'`, then `k' < k`. -/
theorem root_comparison {g k k' L L' : ℝ} (hg : 0 < g) (hk : 0 < k) (hk' : 0 < k')
    (h : k - g = (k + g) * Real.exp (-(k * L)))
    (h' : k' - g = (k' + g) * Real.exp (-(k' * L'))) (hlt : k * L < k' * L') :
    k' < k := by
  by_contra hn
  have he : Real.exp (-(k' * L')) < Real.exp (-(k * L)) :=
    Real.exp_lt_exp.mpr (by linarith)
  have h1 := mul_lt_mul_of_pos_left he (by positivity : 0 < (k + g) * (k' + g))
  have h2 : (k + g) * (k' + g) * Real.exp (-(k' * L')) = (k' - g) * (k + g) := by
    linear_combination -(k + g) * h'
  have h3 : (k + g) * (k' + g) * Real.exp (-(k * L)) = (k - g) * (k' + g) := by
    linear_combination -(k' + g) * h
  rw [h2, h3] at h1
  nlinarith [mul_nonneg hg.le (sub_nonneg.2 (not_lt.1 hn))]

/-- For `g > 0`, a positive root `k` of the secular equation satisfies
`0 < k - g < 2 k exp (-kL)`. -/
theorem root_bounds {g k L : ℝ} (hg : 0 < g) (hk : 0 < k)
    (h : k - g = (k + g) * Real.exp (-(k * L))) :
    0 < k - g ∧ k - g < 2 * k * Real.exp (-(k * L)) := by
  have h1 : 0 < k - g := by rw [h]; positivity
  have h2 := mul_pos h1 (Real.exp_pos (-(k * L)))
  exact ⟨h1, by linarith⟩

/-- For a donor of strength `g > 0`, each cell length `L > 0` admits exactly one decay
constant `κ L > 0` meeting the donor jump. It strictly decreases with `L`, and
`0 < κ - g < 2 κ exp (-κL)`. -/
theorem supercell_decay_constant {g : ℝ} (hg : 0 < g) :
    ∃ κ : ℝ → ℝ,
      (∀ L, 0 < L → 0 < κ L ∧ ∀ k, 0 < k → (DonorJump g (orbital k L) ↔ k = κ L)) ∧
      StrictAntiOn κ (Ioi 0) ∧
      ∀ L, 0 < L → 0 < κ L - g ∧ κ L - g < 2 * κ L * Real.exp (-(κ L * L)) := by
  have hex : ∀ L : ℝ, 0 < L → ∃ k, 0 < k ∧ k - g = (k + g) * Real.exp (-(k * L)) :=
    fun L hL => exists_root hg hL
  choose! κ hκ using hex
  refine ⟨κ, fun L hL => ⟨(hκ L hL).1, fun k hk => ?_⟩, ?_, fun L hL =>
    root_bounds hg (hκ L hL).1 (hκ L hL).2⟩
  · obtain ⟨hp, hs⟩ := hκ L hL
    rw [donorJump_iff g k hL]
    constructor
    · intro h
      -- two different roots in one cell would contradict the comparison
      rcases lt_trichotomy k (κ L) with hlt | heq | hgt
      · exact absurd (root_comparison hg hk hp h hs (mul_lt_mul_of_pos_right hlt hL))
          (not_lt_of_ge hlt.le)
      · exact heq
      · exact absurd (root_comparison hg hp hk hs h (mul_lt_mul_of_pos_right hgt hL))
          (not_lt_of_ge hgt.le)
    · intro h
      rw [h]
      exact hs
  · intro L hL L' hL' hlt
    have hL0 : 0 < L := hL
    have hL0' : 0 < L' := hL'
    obtain ⟨hp, hs⟩ := hκ L hL0
    obtain ⟨hp', hs'⟩ := hκ L' hL0'
    by_contra hn
    have h1 := mul_lt_mul_of_pos_left hlt hp
    have h2 := mul_le_mul_of_nonneg_right (not_lt.1 hn) hL0'.le
    exact hn (root_comparison hg hp hp' hs hs' (lt_of_lt_of_le h1 h2))

/-- Let `g > 0`, `gL ≥ 2` and `k > 0`. If `orbital k L` meets the jump condition of a donor of
strength `g`, then `-k²/2` lies strictly below `-g²/2`, by less than `2 g² exp (-gL)`. -/
theorem supercell_overbinding {g k L : ℝ} (hg : 0 < g) (hk : 0 < k) (hgL : 2 ≤ g * L)
    (h : DonorJump g (orbital k L)) :
    0 < -g ^ 2 / 2 - -k ^ 2 / 2 ∧
      -g ^ 2 / 2 - -k ^ 2 / 2 < 2 * g ^ 2 * Real.exp (-(g * L)) := by
  have hL : 0 < L := by
    by_contra hn
    nlinarith [mul_nonneg hg.le (sub_nonneg.2 (not_lt.1 hn))]
  obtain ⟨b1, b2⟩ := root_bounds hg hk ((donorJump_iff g k hL).1 h)
  have hsum : 0 < k + g := by positivity
  have h1 := mul_lt_mul_of_pos_right b2 hsum
  have h2 : 2 * k * Real.exp (-(k * L)) * (k + g) ≤
      2 * k * Real.exp (-(k * L)) * (2 * k) :=
    mul_le_mul_of_nonneg_left (by linarith) (by positivity)
  -- trade the unknown k for g, using exp t ≥ 1 + t with t = (k - g) L / 2
  have h3 : k ≤ g * Real.exp ((k - g) * L / 2) := by
    have := mul_le_mul_of_nonneg_left (Real.add_one_le_exp ((k - g) * L / 2)) hg.le
    nlinarith [mul_nonneg b1.le (sub_nonneg.2 hgL)]
  have h4 := mul_le_mul_of_nonneg_right (pow_le_pow_left₀ hk.le h3 2)
    (Real.exp_pos (-(k * L))).le
  have h5 : (g * Real.exp ((k - g) * L / 2)) ^ 2 * Real.exp (-(k * L)) =
      g ^ 2 * Real.exp (-(g * L)) := by
    rw [mul_pow, mul_assoc, pow_two (Real.exp _), ← Real.exp_add, ← Real.exp_add]
    congr 2
    ring
  rw [h5] at h4
  have h6 := mul_pos b1 hsum
  constructor
  · linarith
  · linarith

end

end DeltaDonorSupercell
```

```lean
#print axioms DeltaDonorSupercell.orbital_schrodinger
#print axioms DeltaDonorSupercell.supercell_decay_constant
#print axioms DeltaDonorSupercell.supercell_overbinding
```

```
'DeltaDonorSupercell.orbital_schrodinger' depends on axioms: [propext, Classical.choice, Quot.sound]
'DeltaDonorSupercell.supercell_decay_constant' depends on axioms: [propext, Classical.choice, Quot.sound]
'DeltaDonorSupercell.supercell_overbinding' depends on axioms: [propext, Classical.choice, Quot.sound]
```

## How the lemmas fit together

`hasDerivAt_branch` differentiates a cosh with arbitrary centre. `orbital_slopes` applies it with centre $L/2$ on the right of the donor and $-L/2$ on the left, where periodicity supplies the formula.

`donorJump_iff` first reduces the jump to the sinh–cosh equation. It then names the two exponentials `p` and `q`, with $pq=1$, and `linear_combination` carries out the multiplication by $2e^{-kL/2}$ and its reverse.

`exists_root` follows the sign change between $g$ and $g+2/L$, with `Real.add_one_le_exp` as the inequality $e^t\ge1+t$. `root_comparison` works with the cross-multiplied fractions, and `root_bounds` reads off the two inequalities.

In the main theorem, `choose!` turns "for each $L>0$ there is a root" into a function `κ`. Both uniqueness and monotonicity then call `root_comparison`. In `supercell_overbinding`, `h3` is the step $k\le g\,e^{(k-g)L/2}$, and `h4` and `h5` square it and collect the exponentials.

## One-sided derivatives with `HasDerivWithinAt`

The orbital has a cusp at the donor, so the jump needs a derivative that looks at one side only. `HasDerivWithinAt ψ a (Ici 0) 0` says that `a` is the derivative of `ψ` at $0$ when only points of $[0,\infty)$ are considered.

To establish such a claim, it is enough to know the function on that side near $0$ and at $0$ itself. This is what `congr_of_eventuallyEq` uses in `orbital_slopes`: the smooth cosh branch has an ordinary derivative, which restricts to the half-line and passes to the orbital because the two agree there.

To use such a claim, one needs uniqueness. `DonorJump` only says that some `a` and `b` exist, and a derivative within a set need not be unique: at an isolated point of the set, every number qualifies. `uniqueDiffOn_Ici` and `uniqueDiffOn_Iic` settle this for half-lines. In `donorJump_iff`, the terms `ea` and `eb` therefore identify `a` and `b` with the computed slopes, and the jump condition becomes an equation for $k$.
